# Nonnegativity and support of a grid density, read from its full Karle-Hauptman matrix

Let $r$ be a real density on a periodic grid of $N\ge 1$ points, with structure factors
$$F(h)=\sum_x r(x)\,e^{2\pi i hx/N},$$
and let $K$ be the $N\times N$ matrix with entries $K_{hk}=F(h-k)$, where $h$ and $k$ run over all reflections. Then $K$ is positive semidefinite if and only if $r(x)\ge 0$ at every grid point. Its rank is the number of grid points where $r(x)\neq 0$, whatever the signs of $r$.

A diffraction experiment gives the moduli $|F(h)|$ but not the phases, and an electron density is nonnegative. For a density sampled on a finite one-dimensional grid, the result turns that nonnegativity into a condition on the complex structure factors. The assumptions behind it are a finite grid, a real density and a complete set of reflections.

## A finite periodic grid with $N\ge 1$

The grid stands for one period of a crystal, sampled at $N$ points. Positions $x$ and reflections $h$ are both integers modulo $N$, the type `ZMod N`, so $h-k$ wraps around. The condition $N\geq 1$ is the instance `[NeZero N]`.

```lean
import Mathlib

open Matrix
open scoped ComplexOrder

namespace KarleHauptmanGrid

noncomputable section

variable {N : ℕ} [NeZero N]
```

By hand, $N\neq 0$ is needed wherever one divides by the squared norm $N$ of a plane wave. The proof needs it in the same two places: to read the sign of $r(x)$ from $N^2r(x)$, and to see that the matrix of plane waves is invertible. Without it, `ZMod 0` is the set of all integers, and the sum defining $F$ is no longer finite.

At $N=1$ the matrix is the single number $r(0)$, and both claims are immediate. At $N=2$,
$$K=\begin{pmatrix} r(0)+r(1) & r(0)-r(1)\\ r(0)-r(1) & r(0)+r(1)\end{pmatrix},$$
with eigenvalues $2r(0)$ and $2r(1)$. The general case has the same pattern: the eigenvalues are $N$ times the density values.

## A real density

Realness is built into the type `ZMod N → ℝ`. Physically, it describes scattering without absorption or anomalous dispersion, which would give the scattering density an imaginary part.

```lean
/-- The structure factor `F(h) = ∑ r(x) exp(2πi h x / N)` of a real density `r` on a periodic
grid of `N` points. -/
def structureFactor (r : ZMod N → ℝ) (h : ZMod N) : ℂ :=
  ∑ x, (r x : ℂ) * ZMod.stdAddChar (N := N) (h * x)
```

The function `ZMod.stdAddChar` sends $a$ to $e^{2\pi i a/N}$. The definition therefore fixes a plus sign in the exponent and no prefactor: no cell volume and no $1/N$. Atomic form factors, thermal motion and noise do not enter.

```lean
/-- The Karle-Hauptman matrix, with entries `F(h - k)` for all reflections `h` and `k`. -/
def karleHauptman (r : ZMod N → ℝ) : Matrix (ZMod N) (ZMod N) ℂ :=
  Matrix.of fun h k => structureFactor r (h - k)
```

By hand, realness gives $F(-h)=\overline{F(h)}$, so $K$ is Hermitian, as positive semidefiniteness requires. In the proof it appears when an inequality between complex numbers is converted into one between real numbers by `exact_mod_cast`; in the order used here, $0\le z$ means that $z$ is real and nonnegative.

If $r$ had a nonreal value, $K$ would have a nonreal eigenvalue and would not be Hermitian. A nonnegative real part of $r$ would then not suffice for positive semidefiniteness. The count of nonzero points would still give the rank.

## A complete set of reflections

Both indices of $K$ run over all of `ZMod N`. This describes complete data for the grid density, with phases included. The structure factors of a continuous density, cut off at the resolution of the grid, are in general not those of its sampled values, and the grid density they synthesise can be negative even if the continuous one is not. The assumption enters through the plane waves $W_{hx}=e^{2\pi i hx/N}$, whose column $w_x$ belongs to the grid point $x$.

```lean
variable (N) in
/-- The matrix of plane waves `exp(2πi h x / N)`, with reflections `h` as rows and grid
points `x` as columns. -/
def planeWaves : Matrix (ZMod N) (ZMod N) ℂ :=
  Matrix.of fun h x => ZMod.stdAddChar (N := N) (h * x)
```

Conjugating a phase factor reverses its phase:

```lean
/-- Complex conjugation of a phase factor reverses the sign of its phase. -/
theorem star_phase (a : ZMod N) :
    star (ZMod.stdAddChar (N := N) a) = ZMod.stdAddChar (N := N) (-a) :=
  (AddChar.map_neg_eq_conj _ _).symm
```

Next, sum $e^{2\pi i hb/N}$ over all $h$. If $b=0$, every term is $1$ and the sum is $N$. Otherwise $\omega=e^{2\pi i b/N}\neq 1$, and the geometric series gives $(\omega^N-1)/(\omega-1)=0$. The lemma obtains this from Mathlib's result on sums of a primitive character.

```lean
/-- The phase factors `exp(2πi h b / N)`, summed over all `h`, give `N` if `b = 0` and
cancel otherwise. -/
theorem sum_phase (b : ZMod N) :
    ∑ h : ZMod N, ZMod.stdAddChar (N := N) (h * b) = if b = 0 then (N : ℂ) else 0 := by
  rw [AddChar.sum_mulShift b (ZMod.isPrimitive_stdAddChar N)]
  by_cases hb : b = 0 <;> simp [hb, ZMod.card]
```

With $b=y-x$ this becomes the orthogonality of plane waves,
$$(W^\dagger W)_{xy}=\sum_h e^{-2\pi i hx/N}e^{2\pi i hy/N}=N\delta_{xy}.$$
The proof below first rewrites the matrix entry as that phase sum, in the step named `e`, and then treats $x=y$ and $x\neq y$ separately.

```lean
/-- Plane waves belonging to different grid points are orthogonal, and each has squared
norm `N`. -/
theorem planeWaves_orthogonal :
    (planeWaves N)ᴴ * planeWaves N = (N : ℂ) • (1 : Matrix (ZMod N) (ZMod N) ℂ) := by
  ext x y
  have e : ((planeWaves N)ᴴ * planeWaves N) x y
      = ∑ h : ZMod N, ZMod.stdAddChar (N := N) (h * (y - x)) := by
    rw [Matrix.mul_apply]
    refine Finset.sum_congr rfl fun h _ => ?_
    change star (ZMod.stdAddChar (N := N) (h * x)) * ZMod.stdAddChar (N := N) (h * y) = _
    rw [star_phase, ← AddChar.map_add_eq_mul]
    congr 1
    ring
  rw [e, sum_phase]
  by_cases hxy : x = y
  · simp [hxy]
  · have hyx : y - x ≠ 0 := fun h => hxy (sub_eq_zero.mp h).symm
    simp [hxy, hyx]
```

Splitting the phase of $h-k$ factorises the matrix:
$$K_{hk}=\sum_x r(x)\,e^{2\pi i hx/N}e^{-2\pi i kx/N}=\sum_x W_{hx}\,r(x)\,\overline{W_{kx}},$$
that is, $K=WDW^\dagger$ with $D=\mathrm{diag}(r)$. In Lean the two sums are compared term by term.

```lean
/-- The Karle-Hauptman matrix is the diagonal matrix of the density, carried to reciprocal
space by the plane waves. -/
theorem karleHauptman_factor (r : ZMod N → ℝ) :
    karleHauptman r
      = planeWaves N * Matrix.diagonal (fun x => (r x : ℂ)) * (planeWaves N)ᴴ := by
  ext h k
  rw [Matrix.mul_apply]
  simp only [Matrix.mul_diagonal, Matrix.conjTranspose_apply]
  change ∑ x, (r x : ℂ) * ZMod.stdAddChar (N := N) ((h - k) * x)
    = ∑ x, ZMod.stdAddChar (N := N) (h * x) * (r x : ℂ)
        * star (ZMod.stdAddChar (N := N) (k * x))
  refine Finset.sum_congr rfl fun x _ => ?_
  -- the phase of `h - k` splits into a wave and a conjugate wave
  rw [star_phase, show (h - k) * x = h * x + -(k * x) by ring, AddChar.map_add_eq_mul]
  ring
```

Multiplying by $W$ on the right gives $KW=WDW^\dagger W=N\,WD$. Column $x$ of this equation reads
$$K w_x=N r(x)\,w_x .$$
The proof establishes the matrix equation first and then extracts the column.

```lean
/-- The plane wave of the grid point `x` is an eigenvector of the Karle-Hauptman matrix, with
eigenvalue `N` times the density at `x`. -/
theorem karleHauptman_eigenvector (r : ZMod N → ℝ) (x : ZMod N) :
    karleHauptman r *ᵥ (fun h => planeWaves N h x)
      = ((N : ℂ) * (r x : ℂ)) • (fun h => planeWaves N h x) := by
  have e : karleHauptman r * planeWaves N
      = (N : ℂ) • (planeWaves N * Matrix.diagonal (fun x => (r x : ℂ))) := by
    rw [karleHauptman_factor, Matrix.mul_assoc, planeWaves_orthogonal, Matrix.mul_smul,
      Matrix.mul_one]
  funext h
  change (karleHauptman r * planeWaves N) h x = ((N : ℂ) * (r x : ℂ)) * planeWaves N h x
  rw [e, Matrix.smul_apply, Matrix.mul_diagonal, smul_eq_mul]
  ring
```

If $h$ and $k$ both run over the same smaller set of reflections, one has a principal submatrix of $K$. A nonnegative density still makes it positive semidefinite, but the converse can fail, as the density with a hole shows further down.

## The sign of the density

Nonnegativity of $r$ is one side of an equivalence, so it is assumed in one direction and derived in the other.

Suppose first that $K$ is positive semidefinite. Testing its quadratic form on a plane wave gives
$$0\le w_x^\dagger K w_x=N r(x)\,w_x^\dagger w_x=N^2 r(x),$$
hence $r(x)\geq 0$. For the normalised vector $w_x/\sqrt N$ the value is $N r(x)$. Conversely, if $r\ge 0$, then for every vector $v$
$$v^\dagger K v=\sum_x r(x)\,\bigl|(W^\dagger v)_x\bigr|^2\ge 0 .$$

```lean
/-- The Karle-Hauptman matrix over all reflections is positive semidefinite exactly when the
density is nonnegative at every grid point. -/
theorem karleHauptman_posSemidef_iff (r : ZMod N → ℝ) :
    (karleHauptman r).PosSemidef ↔ ∀ x, 0 ≤ r x := by
  constructor
  · intro hK x
    -- test the quadratic form on the plane wave of `x`
    have h := hK.dotProduct_mulVec_nonneg (fun h => planeWaves N h x)
    have hn : star (fun h => planeWaves N h x) ⬝ᵥ (fun h => planeWaves N h x) = (N : ℂ) := by
      change ((planeWaves N)ᴴ * planeWaves N) x x = (N : ℂ)
      rw [planeWaves_orthogonal]
      simp
    rw [karleHauptman_eigenvector, dotProduct_smul, hn, smul_eq_mul] at h
    have h' : (0 : ℝ) ≤ N * r x * N := by exact_mod_cast h
    have hp : (0 : ℝ) < N := Nat.cast_pos.mpr (Nat.pos_of_ne_zero (NeZero.ne N))
    by_contra hneg
    have := mul_neg_of_neg_of_pos (not_le.mp hneg) (mul_pos hp hp)
    linarith
  · intro hr
    rw [karleHauptman_factor]
    refine Matrix.PosSemidef.mul_mul_conjTranspose_same ?_ _
    exact Matrix.posSemidef_diagonal_iff.mpr fun x => by exact_mod_cast hr x
```

In the first half of the proof, `hn` is the squared norm $N$ and `h'` is the inequality $0\le N\,r(x)\,N$, which a negative $r(x)$ would contradict. The second half uses that a diagonal matrix with nonnegative entries is positive semidefinite and stays so when placed between $W$ and $W^\dagger$.

A single negative grid value is enough to destroy positive semidefiniteness, since it produces the negative eigenvalue $N r(x)$.

## The rank, for densities of either sign

The rank requires no assumption on the sign of $r$. Taking determinants in $W^\dagger W=N\cdot 1$ gives
$$\det(W^\dagger)\det(W)=N^N\neq 0,$$
so $W$ and $W^\dagger$ are invertible. Multiplying by invertible matrices leaves the rank unchanged, so $K=WDW^\dagger$ has the rank of $D$, which is the number of nonzero diagonal entries.

```lean
/-- The rank of the Karle-Hauptman matrix over all reflections is the number of grid points
where the density is nonzero. -/
theorem karleHauptman_rank (r : ZMod N → ℝ) :
    (karleHauptman r).rank = Fintype.card {x // r x ≠ 0} := by
  -- orthogonality makes the plane-wave matrix invertible
  have hW : IsUnit (planeWaves N).det := by
    rw [isUnit_iff_ne_zero]
    intro h0
    have h := congrArg Matrix.det (planeWaves_orthogonal (N := N))
    rw [Matrix.det_mul, h0, mul_zero, Matrix.det_smul, Matrix.det_one, mul_one] at h
    exact pow_ne_zero _ (Nat.cast_ne_zero.mpr (NeZero.ne N)) h.symm
  have hW' : IsUnit ((planeWaves N)ᴴ).det := by
    rw [Matrix.det_conjTranspose]
    exact hW.star
  rw [karleHauptman_factor, Matrix.rank_mul_eq_left_of_isUnit_det _ _ hW',
    Matrix.rank_mul_eq_right_of_isUnit_det _ _ hW, Matrix.rank_diagonal]
  exact Fintype.card_congr (Equiv.subtypeEquivRight fun x => by simp)
```

The statements `hW` and `hW'` express the two invertibilities, and the final rewriting removes the outer factors one at a time. The set `{x // r x ≠ 0}` consists of the points where the density is exactly nonzero. A tiny density value counts fully towards the rank, although its eigenvalue $N r(x)$ is equally tiny on the scale of $N$.

## At least three points for a hole that the moduli miss

A simpler test for nonnegativity is $|F(h)|\le F(0)$, which every nonnegative density passes. It uses moduli only, apart from the value $F(0)$, the sum of the density values. For $N\ge 2$ it says that the principal submatrix of $K$ for any two reflections is positive semidefinite. For $N\ge 3$ the following density passes it while being negative at one point: it equals $2$ everywhere except at the origin, where it equals $2-N$.

```lean
variable (N) in
/-- A flat density of height `2` whose value at the origin is replaced by `2 - N`. -/
def holeDensity (x : ZMod N) : ℝ := if x = 0 then 2 - (N : ℝ) else 2
```

Writing it as $r(x)=2-N\delta_{x,0}$, one finds
$$F(h)=2\sum_x e^{2\pi i hx/N}-N=2N\delta_{h,0}-N,$$
which is $N$ at $h=0$ and $-N$ at every other reflection. The proof splits each term of the sum in the same way and applies `sum_phase`.

```lean
/-- The structure factors of the flat density with a hole are `N` at `h = 0` and `-N` at every
other reflection. -/
theorem structureFactor_hole (h : ZMod N) :
    structureFactor (holeDensity N) h = if h = 0 then (N : ℂ) else -(N : ℂ) := by
  have e : ∀ x : ZMod N, (holeDensity N x : ℂ) * ZMod.stdAddChar (N := N) (h * x)
      = 2 * ZMod.stdAddChar (N := N) (x * h) - if x = 0 then (N : ℂ) else 0 := by
    intro x
    rcases eq_or_ne x 0 with rfl | hx
    · simp [holeDensity]
    · simp [holeDensity, hx, mul_comm]
  unfold structureFactor
  rw [Finset.sum_congr rfl fun x _ => e x, Finset.sum_sub_distrib, ← Finset.mul_sum, sum_phase]
  simp only [Finset.sum_ite_eq', Finset.mem_univ, if_true]
  split_ifs <;> ring
```

All moduli therefore equal $N=F(0)$. The hypothesis `3 ≤ N` makes the value $2-N$ at the origin negative, and the equivalence proved above then excludes positive semidefiniteness.

```lean
/-- On a grid of at least three points, the flat density with a hole satisfies
`|F(h)| ≤ F(0) = N` for every reflection, yet its full Karle-Hauptman matrix is not positive
semidefinite. -/
theorem modulus_test_insufficient (hN : 3 ≤ N) :
    structureFactor (holeDensity N) 0 = (N : ℂ) ∧
      (∀ h, ‖structureFactor (holeDensity N) h‖ ≤ (N : ℝ)) ∧
      ¬ (karleHauptman (holeDensity N)).PosSemidef := by
  refine ⟨by rw [structureFactor_hole, if_pos rfl], fun h => ?_, fun hK => ?_⟩
  · rw [structureFactor_hole]
    split_ifs <;> simp
  · -- the density is negative at the origin
    have h0 := (karleHauptman_posSemidef_iff _).mp hK 0
    rw [holeDensity, if_pos rfl] at h0
    have h3 : (3 : ℝ) ≤ N := by exact_mod_cast hN
    linarith

end

end KarleHauptmanGrid
```

The hypothesis is used by hand and in the proof at the same point, the sign of $2-N$. For $N=2$ the density is $0$ at the origin and $2$ at the other point; for $N=1$ it is the single value $1$. Both are nonnegative, so the counterexample disappears.

```lean
#print axioms KarleHauptmanGrid.karleHauptman_posSemidef_iff
#print axioms KarleHauptmanGrid.karleHauptman_rank
#print axioms KarleHauptmanGrid.modulus_test_insufficient
```

```
'KarleHauptmanGrid.karleHauptman_posSemidef_iff' depends on axioms: [propext, Classical.choice, Quot.sound]
'KarleHauptmanGrid.karleHauptman_rank' depends on axioms: [propext, Classical.choice, Quot.sound]
'KarleHauptmanGrid.modulus_test_insufficient' depends on axioms: [propext, Classical.choice, Quot.sound]
```

## Three reflections and the phase they restrict

When all complex structure factors are known, an inverse Fourier transform shows the sign of the density directly. The matrix becomes informative when phases are missing, since even a small principal submatrix can restrict them. The algebra below supplements the formal theorems with the case of three reflections.

Take distinct reflections $h_1,h_2,h_3$. Let $a,b,c$ be the moduli of $F(h_1-h_2)$, $F(h_2-h_3)$ and $F(h_3-h_1)$, and let $\varphi$ be the sum of their phases. For a nonnegative density the $3\times3$ determinant is nonnegative:
$$F(0)^3-F(0)\,(a^2+b^2+c^2)+2abc\cos\varphi\ \ge 0 .$$
If $a=b=c=0.8\,F(0)$ with $F(0)>0$, this requires $\cos\varphi\ge 0.92/1.024\approx 0.90$, so the unmeasured phase sum lies within about $26^\circ$ of zero. If the three moduli are only $0.5\,F(0)$, the bound is $\cos\varphi\ge-1$ and says nothing. For three equal moduli, the inequality restricts the phase sum only when they exceed $F(0)/2$.

The density with a hole is an extreme instance. A point charge $N\delta_{x,0}$ has $F(h)=N$ for all $h$, hence exactly the same moduli. With $a=b=c=F(0)$ the inequality forces $\cos\varphi=1$. The point charge satisfies this, while the hole has three phases of $\pi$, so $\cos\varphi=-1$ and the determinant is $-4N^3$. The moduli alone do not distinguish the two densities, but nonnegativity selects the point charge.
